# Every value in (0,1) is the Boys function ratio F_(m+1)(T)/F_m(T) at exactly one real T

Coulomb integrals over Gaussian basis functions reduce to the Boys functions. The lowest two are F_0(T) = ∫₀¹ exp(-T t²) dt and F_1(T) = ∫₀¹ t² exp(-T t²) dt. Their ratio is the mean of t² under the weight exp(-T t²). At T = 0 it equals 1/3. For T > 0, consider

(t² - 1/3)(exp(-T/3) - exp(-T t²)) ≥ 0,

which holds because both factors change sign at t² = 1/3. Integrate over [0,1]. The constant exponential contributes nothing, since t² - 1/3 has mean zero, and what remains is F_0(T)/3 - F_1(T) > 0. The ratio has dropped below 1/3. The same comparison works for every order m and every starting argument.

## Boys functions and the one-point rule

```lean
import Mathlib

open Set

namespace BoysRatio

noncomputable section

/-- The Boys function `F_m(T)`, the integral of `t^(2m) exp(-T t²)` over `[0,1]`. -/
def boys (m : ℕ) (T : ℝ) : ℝ :=
  ∫ t in (0:ℝ)..1, t ^ (2 * m) * Real.exp (-T * t ^ 2)
```

`boys m T` is F_m(T) = ∫₀¹ t^(2m) exp(-T t²) dt, for natural m and any real T, negative values included.

```lean
/-- The ratio `F_(m+1)(T) / F_m(T)` of consecutive Boys functions, for any real `T`. -/
def boysRatio (m : ℕ) (T : ℝ) : ℝ := boys (m + 1) T / boys m T
```

`boysRatio m T` is R_m(T) = F_(m+1)(T)/F_m(T).

```lean
/-- A one-point Rys rule with node `x` (in the variable `t²`) and weight `w`: it integrates
every `a + b t²` exactly against `t^(2m) exp(-T t²)` on `[0,1]`. -/
def IsOnePointRys (m : ℕ) (T x w : ℝ) : Prop :=
  ∀ a b : ℝ, ∫ t in (0:ℝ)..1, t ^ (2 * m) * Real.exp (-T * t ^ 2) * (a + b * t ^ 2)
    = w * (a + b * x)
```

This defines a condition on a node x and a weight w: the rule must integrate every a + b t² exactly. The node is a value of t², not of t. The usual Rys weight is the case m = 0; larger m adds the factor t^(2m).

```lean
/-- Integrating `a + b t²` against the Boys weight gives `a F_m(T) + b F_(m+1)(T)`. -/
theorem boys_moment (m : ℕ) (T a b : ℝ) :
    ∫ t in (0:ℝ)..1, t ^ (2 * m) * Real.exp (-T * t ^ 2) * (a + b * t ^ 2)
      = a * boys m T + b * boys (m + 1) T := by
  unfold boys
  rw [← intervalIntegral.integral_const_mul, ← intervalIntegral.integral_const_mul,
    ← intervalIntegral.integral_add]
  · congr 1
    funext t
    ring
  all_goals exact Continuous.intervalIntegrable (by fun_prop) _ _
```

By linearity, the integral of a + b t² against the Boys weight is

a F_m(T) + b F_(m+1)(T).

## Positivity and monotonicity

```lean
/-- Boys functions are positive at every real argument. -/
theorem boys_pos (m : ℕ) (T : ℝ) : 0 < boys m T := by
  unfold boys
  refine intervalIntegral.integral_pos one_pos (Continuous.continuousOn (by fun_prop)) ?_ ?_
  · intro t ht
    have := ht.1
    positivity
  · exact ⟨1, by norm_num, by positivity⟩
```

The integrand is nonnegative on [0,1] and positive at t = 1, so F_m(T) > 0. The Mathlib lemma `intervalIntegral.integral_pos` carries most of the inequalities here. It asks for continuity, nonnegativity on the interval and one point of strict positivity, and returns a strictly positive integral. In Lean, `refine` applies it and leaves the last two conditions as goals.

```lean
/-- The ratio of consecutive Boys functions lies strictly between 0 and 1. -/
theorem boysRatio_mem (m : ℕ) (T : ℝ) : boysRatio m T ∈ Ioo (0:ℝ) 1 := by
  refine ⟨div_pos (boys_pos _ _) (boys_pos _ _), ?_⟩
  -- the difference `F_m - F_(m+1)` has the nonnegative integrand with factor `1 - t²`
  have h : 0 < ∫ t in (0:ℝ)..1,
      t ^ (2 * m) * Real.exp (-T * t ^ 2) * (1 + (-1) * t ^ 2) := by
    refine intervalIntegral.integral_pos one_pos (Continuous.continuousOn (by fun_prop)) ?_ ?_
    · intro t ht
      have h0 := ht.1
      have h1 : 0 ≤ 1 + (-1) * t ^ 2 := by nlinarith [ht.1, ht.2]
      positivity
    · refine ⟨1 / 2, by norm_num, ?_⟩
      have h1 : (0:ℝ) < 1 + (-1) * (1 / 2) ^ 2 := by norm_num
      exact mul_pos (by positivity) h1
  rw [boys_moment] at h
  rw [boysRatio, div_lt_one (boys_pos m T)]
  linarith
```

`Ioo 0 1` is the open interval (0,1). The ratio is positive as a quotient of positive numbers. It is below 1 because F_m - F_(m+1) is the integral of the weight times 1 - t², which is positive at t = 1/2.

```lean
/-- The ratio of consecutive Boys functions strictly decreases as the argument grows. -/
theorem boysRatio_strictAnti (m : ℕ) : StrictAnti (boysRatio m) := by
  intro S T hST
  obtain ⟨r, hr⟩ : ∃ r, r = boysRatio m S := ⟨_, rfl⟩
  have hr1 : r < 1 := hr ▸ (boysRatio_mem m S).2
  have hS : r * boys m S = boys (m + 1) S := by
    rw [hr, boysRatio, div_mul_cancel₀ _ (boys_pos m S).ne']
  -- `t² - r` and the difference of exponentials always have the same sign
  have hpos : 0 < ∫ t in (0:ℝ)..1, t ^ (2 * m) * Real.exp (-S * t ^ 2) *
      ((t ^ 2 - r) * (Real.exp (-(T - S) * r) - Real.exp (-(T - S) * t ^ 2))) := by
    refine intervalIntegral.integral_pos one_pos (Continuous.continuousOn (by fun_prop)) ?_ ?_
    · intro t ht
      have h0 := ht.1
      refine mul_nonneg (by positivity) ?_
      rcases le_total r (t ^ 2) with h | h
      · exact mul_nonneg (by linarith)
          (sub_nonneg.mpr (Real.exp_le_exp.mpr (by nlinarith)))
      · exact mul_nonneg_of_nonpos_of_nonpos (by linarith)
          (sub_nonpos.mpr (Real.exp_le_exp.mpr (by nlinarith)))
    · refine ⟨1, by norm_num, mul_pos (by positivity) (mul_pos (by linarith) ?_)⟩
      exact sub_pos.mpr (Real.exp_lt_exp.mpr (by nlinarith))
  have e : ∀ t : ℝ, t ^ (2 * m) * Real.exp (-S * t ^ 2) *
      ((t ^ 2 - r) * (Real.exp (-(T - S) * r) - Real.exp (-(T - S) * t ^ 2)))
      = Real.exp (-(T - S) * r) * (t ^ (2 * m) * Real.exp (-S * t ^ 2) * (-r + 1 * t ^ 2))
        - t ^ (2 * m) * Real.exp (-T * t ^ 2) * (-r + 1 * t ^ 2) := by
    intro t
    have h : Real.exp (-T * t ^ 2)
        = Real.exp (-S * t ^ 2) * Real.exp (-(T - S) * t ^ 2) := by
      rw [← Real.exp_add]
      congr 1
      ring
    rw [h]
    ring
  simp only [e] at hpos
  rw [intervalIntegral.integral_sub (Continuous.intervalIntegrable (by fun_prop) _ _)
    (Continuous.intervalIntegrable (by fun_prop) _ _),
    intervalIntegral.integral_const_mul, boys_moment, boys_moment, ← hS] at hpos
  rw [← hr, boysRatio, div_lt_iff₀ (boys_pos m T)]
  ring_nf at hpos ⊢
  linarith
```

`StrictAnti` means that S < T implies R_m(T) < R_m(S). Put r = R_m(S) and integrate

(t² - r)(exp(-(T-S)r) - exp(-(T-S)t²)) ≥ 0

against the weight at S. The two `rcases` branches check the sign for t² ≥ r and t² ≤ r; at t = 1 the product is strictly positive, because r < 1. The identity `e` splits the integral into

exp(-(T-S)r) (F_(m+1)(S) - r F_m(S)) - (F_(m+1)(T) - r F_m(T)) > 0.

The first bracket vanishes by the choice of r, so R_m(T) < r.

## Reaching every value

```lean
/-- If a continuous `g` is positive at some point of `(0,1]`, then for some `s > 0` the
integral of `t^(2m) g exp(s g)` over `[0,1]` is positive. -/
theorem exists_tilt (m : ℕ) (g : ℝ → ℝ) (hg : Continuous g) (c : ℝ) (hc : c ∈ Ioc (0:ℝ) 1)
    (hgc : 0 < g c) :
    ∃ s : ℝ, 0 < s ∧ 0 < ∫ t in (0:ℝ)..1, t ^ (2 * m) * (g t * Real.exp (s * g t)) := by
  obtain ⟨A, hA⟩ : ∃ A, A = ∫ t in (0:ℝ)..1, t ^ (2 * m) * (max (g t) 0) ^ 2 := ⟨_, rfl⟩
  obtain ⟨B, hB⟩ : ∃ B, B = ∫ t in (0:ℝ)..1, t ^ (2 * m) := ⟨_, rfl⟩
  have hA0 : 0 < A := by
    rw [hA]
    refine intervalIntegral.integral_pos one_pos (Continuous.continuousOn (by fun_prop)) ?_ ?_
    · intro t ht
      have := ht.1
      positivity
    · refine ⟨c, ⟨hc.1.le, hc.2⟩, ?_⟩
      have h0 := hc.1
      rw [max_eq_left hgc.le]
      positivity
  have hB0 : 0 ≤ B := by
    rw [hB]
    refine intervalIntegral.integral_nonneg zero_le_one fun t ht => ?_
    exact pow_nonneg ht.1 _
  obtain ⟨s, hs⟩ : ∃ s, s = 1 + B / A := ⟨_, rfl⟩
  have hs1 : 1 ≤ s := by
    have := div_nonneg hB0 hA0.le
    linarith
  have hsA : s * A = A + B := by
    rw [hs]
    field_simp
  -- pointwise bound: growth where `g > 0`, bounded loss where `g < 0`
  have key : ∀ u : ℝ, s * (max u 0) ^ 2 - 1 ≤ u * Real.exp (s * u) := by
    intro u
    rcases le_total 0 u with h | h
    · rw [max_eq_left h]
      nlinarith [mul_le_mul_of_nonneg_left (Real.add_one_le_exp (s * u)) h]
    · rw [max_eq_right h]
      have h1 : Real.exp (s * u) ≤ Real.exp u := Real.exp_le_exp.mpr (by nlinarith)
      have h2 : Real.exp (-u) * Real.exp u = 1 := by
        rw [← Real.exp_add, neg_add_cancel, Real.exp_zero]
      have h3 := mul_le_mul_of_nonneg_right (Real.add_one_le_exp (-u)) (Real.exp_pos u).le
      nlinarith [mul_le_mul_of_nonpos_left h1 h, Real.exp_pos u]
  refine ⟨s, by linarith, ?_⟩
  have hle : ∫ t in (0:ℝ)..1, (s * (t ^ (2 * m) * (max (g t) 0) ^ 2) - t ^ (2 * m))
      ≤ ∫ t in (0:ℝ)..1, t ^ (2 * m) * (g t * Real.exp (s * g t)) := by
    refine intervalIntegral.integral_mono_on zero_le_one
      (Continuous.intervalIntegrable (by fun_prop) _ _)
      (Continuous.intervalIntegrable (by fun_prop) _ _) fun t ht => ?_
    have := mul_le_mul_of_nonneg_left (key (g t)) (pow_nonneg ht.1 (2 * m))
    linarith
  rw [intervalIntegral.integral_sub (Continuous.intervalIntegrable (by fun_prop) _ _)
    (Continuous.intervalIntegrable (by fun_prop) _ _),
    intervalIntegral.integral_const_mul, ← hA, ← hB] at hle
  linarith
```

Let A = ∫₀¹ t^(2m) max(g,0)² dt > 0 and B = ∫₀¹ t^(2m) dt, and take s = 1 + B/A. The step `key` is the bound

u exp(su) ≥ s max(u,0)² - 1.

For u ≥ 0 it follows from exp(su) ≥ 1 + su. For u ≤ 0, s ≥ 1 gives u exp(su) ≥ u exp(u), and exp(-u) ≥ 1 - u gives u exp(u) ≥ exp(u) - 1 > -1. Setting u = g(t) and integrating yields at least sA - B = A > 0.

```lean
/-- Boys functions depend continuously on their argument. -/
theorem continuous_boys (m : ℕ) : Continuous (boys m) := by
  have h : Continuous (fun p : ℝ × ℝ => p.2 ^ (2 * m) * Real.exp (-p.1 * p.2 ^ 2)) := by
    fun_prop
  exact intervalIntegral.continuous_parametric_intervalIntegral_of_continuous'
    (f := fun T t : ℝ => t ^ (2 * m) * Real.exp (-T * t ^ 2)) h 0 1
```

The integrand is jointly continuous in T and t, so F_m is continuous.

```lean
/-- For every order `m`, the ratio `F_(m+1)(T) / F_m(T)` is strictly decreasing in `T` and
maps the real line bijectively onto the open interval `(0,1)`. -/
theorem boysRatio_bijOn (m : ℕ) :
    StrictAnti (boysRatio m) ∧ BijOn (boysRatio m) univ (Ioo 0 1) := by
  have anti := boysRatio_strictAnti m
  refine ⟨anti, fun T _ => boysRatio_mem m T, anti.injective.injOn, fun y hy => ?_⟩
  have hcont : Continuous (boysRatio m) :=
    (continuous_boys (m + 1)).div (continuous_boys m) fun T => (boys_pos m T).ne'
  -- a large positive argument brings the ratio below `y`
  have low : ∃ T, boysRatio m T ≤ y := by
    obtain ⟨s, -, hs⟩ := exists_tilt m (fun t => y - t ^ 2) (by fun_prop) y
      ⟨hy.1, hy.2.le⟩ (by nlinarith [hy.1, hy.2])
    have e : ∀ t : ℝ, t ^ (2 * m) * ((y - t ^ 2) * Real.exp (s * (y - t ^ 2)))
        = Real.exp (s * y) * (t ^ (2 * m) * Real.exp (-s * t ^ 2) * (y + (-1) * t ^ 2)) := by
      intro t
      rw [show s * (y - t ^ 2) = s * y + -s * t ^ 2 by ring, Real.exp_add]
      ring
    simp only [e] at hs
    rw [intervalIntegral.integral_const_mul, boys_moment] at hs
    have h := (mul_pos_iff_of_pos_left (Real.exp_pos _)).mp hs
    refine ⟨s, ?_⟩
    rw [boysRatio, div_le_iff₀ (boys_pos m s)]
    linarith
  -- a large negative argument brings it above `y`
  have high : ∃ T, y ≤ boysRatio m T := by
    obtain ⟨s, -, hs⟩ := exists_tilt m (fun t => t ^ 2 - y) (by fun_prop) 1
      (by norm_num) (by linarith [hy.2])
    have e : ∀ t : ℝ, t ^ (2 * m) * ((t ^ 2 - y) * Real.exp (s * (t ^ 2 - y)))
        = Real.exp (-(s * y)) *
          (t ^ (2 * m) * Real.exp (-(-s) * t ^ 2) * (-y + 1 * t ^ 2)) := by
      intro t
      rw [show s * (t ^ 2 - y) = -(s * y) + -(-s) * t ^ 2 by ring, Real.exp_add]
      ring
    simp only [e] at hs
    rw [intervalIntegral.integral_const_mul, boys_moment] at hs
    have h := (mul_pos_iff_of_pos_left (Real.exp_pos _)).mp hs
    refine ⟨-s, ?_⟩
    rw [boysRatio, le_div_iff₀ (boys_pos m (-s))]
    linarith
  obtain ⟨T, hT⟩ := mem_range_of_exists_le_of_exists_ge hcont low high
  exact ⟨T, mem_univ T, hT⟩
```

`BijOn (boysRatio m) univ (Ioo 0 1)` says that R_m maps the whole real line one-to-one onto (0,1). Given y in (0,1), the previous bound with g = y - t², positive at t = y, gives s > 0 with

exp(sy) (y F_m(s) - F_(m+1)(s)) > 0,

so R_m(s) < y. With g = t² - y, positive at t = 1, it gives an s > 0 with R_m(-s) > y. The intermediate value theorem supplies a T with R_m(T) = y, and strict decrease makes it unique.

## From node back to argument

```lean
/-- A one-point rule is a Rys rule exactly when its weight is `F_m(T)` and its node is
`F_(m+1)(T) / F_m(T)`. -/
theorem isOnePointRys_iff (m : ℕ) (T x w : ℝ) :
    IsOnePointRys m T x w ↔ w = boys m T ∧ x = boysRatio m T := by
  have hF := (boys_pos m T).ne'
  unfold IsOnePointRys
  simp only [boys_moment]
  constructor
  · intro h
    have h0 := h 1 0
    have h1 := h 0 1
    have hw : w = boys m T := by linarith
    refine ⟨hw, ?_⟩
    rw [boysRatio, eq_div_iff hF, ← hw]
    linarith
  · rintro ⟨rfl, rfl⟩ a b
    have h : boysRatio m T * boys m T = boys (m + 1) T := div_mul_cancel₀ _ hF
    linear_combination (-b) * h
```

Exactness reads a F_m + b F_(m+1) = w(a + bx). Taking (a,b) = (1,0) gives w = F_m(T); taking (0,1) gives wx = F_(m+1)(T), hence x = R_m(T). Substituting back proves the converse.

```lean
/-- Every `x` in `(0,1)` is the node of a one-point Rys rule for exactly one real
argument `T`. -/
theorem rys_node_determines_argument (m : ℕ) (x : ℝ) (hx : x ∈ Ioo (0:ℝ) 1) :
    ∃! T : ℝ, ∃ w : ℝ, IsOnePointRys m T x w := by
  obtain ⟨T, -, hT⟩ := (boysRatio_bijOn m).2.surjOn hx
  refine ⟨T, ⟨boys m T, (isOnePointRys_iff m T x _).mpr ⟨rfl, hT.symm⟩⟩, ?_⟩
  rintro S ⟨w, hw⟩
  have hS := ((isOnePointRys_iff m S x w).mp hw).2
  exact (boysRatio_strictAnti m).injective (hS.symm.trans hT.symm)

end

end BoysRatio
```

`∃!` means "there is exactly one". Each x in (0,1) is the node for one real T, with some weight w. In Rys quadrature for electron repulsion integrals, this concerns only the single-node case, which at m = 0 serves total angular momentum 0 or 1.

The reduction of a Coulomb integral to F_m(T), with T ≥ 0 set by exponents and distances, is taken from outside the Lean model. Restricting the definitions to T ≥ 0 would change the range: since F_m(0) = 1/(2m+1), the nodes would fill only (0, (2m+1)/(2m+3)], and larger x would correspond to no argument.

```lean
#print axioms BoysRatio.boysRatio_bijOn
-- 'BoysRatio.boysRatio_bijOn' depends on axioms: [propext, Classical.choice, Quot.sound]
#print axioms BoysRatio.rys_node_determines_argument
-- 'BoysRatio.rys_node_determines_argument' depends on axioms: [propext, Classical.choice, Quot.sound]
```
